# Ising parameters from uniform averages over all spin configurations

Take two Ising spins, labelled 0 and 1, and estimate their exchange constant from one parallel and one antiparallel arrangement. With \(E = E_0 + h_0 s_0 + h_1 s_1 + J_{01}s_0s_1\), the difference is

\[
E(+,+)-E(+,-)=2(h_1+J_{01}).
\]

If the spins are uncoupled but \(h_1=1\) meV, half this difference reports an exchange constant of 1 meV that does not exist. Averaging over all configurations with suitable signs separates the parameters exactly, for any number \(n\) of spins whose energy has the Ising form with fields and pair couplings.

## Spins, averages and the energy

```lean
import Mathlib

open Finset

namespace IsingEnergyMapping

noncomputable section
```

Mathlib supplies the finite sums and products. Opening `Finset` gives short names for operations on finite sets.

```lean
/-- A configuration of `n` Ising spins: each site is up (`true`) or down (`false`). -/
abbrev Config (n : ℕ) := Fin n → Bool
```

`Fin n` is the set of sites \(0,\dots,n-1\). A configuration assigns `true` (up) or `false` (down) to each site, so there are \(2^n\) of them.

```lean
variable {n : ℕ}

/-- The value `1` or `-1` of the spin at site `i`. -/
def spin (s : Config n) (i : Fin n) : ℝ := if s i then 1 else -1
```

`spin s i` is the real number \(s_i=\pm1\). Spin lengths are therefore absorbed into the parameters. The braces in `{n : ℕ}` let Lean infer \(n\) from context.

```lean
/-- The configuration with the spin at site `k` reversed. -/
def flipSpin (k : Fin n) (s : Config n) : Config n := Function.update s k (!s k)
```

This reverses spin \(k\) and leaves the others alone.

```lean
/-- The uniform average of an observable over all `2 ^ n` configurations. -/
def average (f : Config n → ℝ) : ℝ := (∑ s, f s) / 2 ^ n
```

This is \(\langle f\rangle = 2^{-n}\sum_s f(s)\). All configurations have equal weight; there is no Boltzmann factor.

```lean
/-- The cluster function of a set of sites: the product of its spins. -/
def cluster (S : Finset (Fin n)) (s : Config n) : ℝ := ∏ i ∈ S, spin s i
```

For a set of sites \(S\), the cluster function is \(\Phi_S(s)=\prod_{i\in S}s_i\), with \(\Phi_\emptyset=1\).

```lean
/-- The Ising energy with offset `E0`, fields `h i` and couplings `J i j` for pairs `i < j`. -/
def energy (E0 : ℝ) (h : Fin n → ℝ) (J : Fin n → Fin n → ℝ) (s : Config n) : ℝ :=
  E0 + ∑ i, h i * spin s i + ∑ i, ∑ j ∈ Ioi i, J i j * (spin s i * spin s j)
```

In ordinary notation,

\[
E(s)=E_0+\sum_i h_i s_i+\sum_{i<j}J_{ij}s_is_j .
\]

`Ioi i` is the set of sites above \(i\), so each pair counts once and entries of \(J\) on or below the diagonal are never used. With the plus sign, positive \(J_{ij}\) favours antiparallel spins.

## Cluster functions are orthonormal

```lean
/-- The square of an Ising spin is one. -/
theorem spin_mul_self (s : Config n) (i : Fin n) : spin s i * spin s i = 1 := by
  unfold spin
  split_ifs <;> norm_num
```

A theorem's statement stands before `:=` and its proof after it. Here \(s_i^2=1\), checked for both spin values.

```lean
/-- Reversing spin `k` changes the sign of a cluster function exactly when `k` is in the cluster. -/
theorem cluster_flipSpin (S : Finset (Fin n)) (k : Fin n) (s : Config n) :
    cluster S (flipSpin k s) = (if k ∈ S then -1 else 1) * cluster S s := by
  have hspin : ∀ i, spin (flipSpin k s) i = (if i = k then -1 else 1) * spin s i := by
    intro i
    by_cases h : i = k
    · subst h
      cases hs : s i <;> simp [spin, flipSpin, hs]
    · simp [spin, flipSpin, h]
  unfold cluster
  simp only [hspin]
  rw [Finset.prod_mul_distrib, Finset.prod_ite_eq']
```

Flipping spin \(k\) multiplies \(s_i\) by \(-1\) if \(i=k\) and by \(1\) otherwise, which is `hspin`. The product over \(S\) therefore gains one minus sign if \(k\in S\), and none if \(k\notin S\).

```lean
/-- An observable that changes sign when spin `k` is reversed has average zero. -/
theorem average_eq_zero_of_odd (k : Fin n) (f : Config n → ℝ)
    (hf : ∀ s, f (flipSpin k s) = -f s) : average f = 0 := by
  have hinv : Function.Involutive (flipSpin k) := by
    intro s
    simp [flipSpin]
  -- reversing a spin only permutes the configurations
  have h : ∑ s, f (flipSpin k s) = ∑ s, f s :=
    Equiv.sum_comp (Function.Involutive.toPerm (flipSpin k) hinv) f
  simp only [hf, Finset.sum_neg_distrib] at h
  have h0 : ∑ s, f s = 0 := by linarith
  simp [average, h0]
```

Flipping twice restores the configuration, so flipping merely reorders the sum over configurations. If \(f\) is odd under the flip,

\[
\sum_s f(s)=\sum_s f(\text{flip}_k s)=-\sum_s f(s),
\]

and the sum is zero. In Lean, `hinv` is the double flip, `h` the reordered sum, and `linarith` draws the conclusion.

```lean
/-- Cluster functions are orthonormal under the uniform average over configurations. -/
theorem cluster_orthonormal (S T : Finset (Fin n)) :
    average (fun s => cluster S s * cluster T s) = if S = T then 1 else 0 := by
  by_cases h : S = T
  · subst h
    have h1 : ∀ s : Config n, cluster S s * cluster S s = 1 := by
      intro s
      unfold cluster
      rw [← Finset.prod_mul_distrib]
      exact Finset.prod_eq_one fun i _ => spin_mul_self s i
    simp [average, h1]
  · rw [if_neg h]
    -- some site lies in exactly one of the two clusters
    have hex : ∃ k, ¬(k ∈ S ↔ k ∈ T) := by
      by_contra hc
      exact h (Finset.ext fun k => by_contra fun hk => hc ⟨k, hk⟩)
    obtain ⟨k, hk⟩ := hex
    apply average_eq_zero_of_odd k
    intro s
    show cluster S (flipSpin k s) * cluster T (flipSpin k s) = -(cluster S s * cluster T s)
    rw [cluster_flipSpin, cluster_flipSpin]
    by_cases hS : k ∈ S <;> by_cases hT : k ∈ T <;> simp [hS, hT] at hk ⊢
```

The claim is \(\langle\Phi_S\Phi_T\rangle=\delta_{ST}\). If \(S=T\), the product is \(\prod_{i\in S}s_i^2=1\), whose average is 1. If \(S\ne T\), some site \(k\) lies in exactly one of the sets. Flipping it changes the sign of one factor only, so the average vanishes by the previous theorem. The tactic `by_cases` separates these two situations.

## Projecting out the offset, fields and exchange constants

```lean
/-- The average of the Ising energy times a cluster function is the sum of those parameters
whose own cluster is the given one. -/
theorem average_cluster_mul_energy (E0 : ℝ) (h : Fin n → ℝ) (J : Fin n → Fin n → ℝ)
    (T : Finset (Fin n)) :
    average (fun s => cluster T s * energy E0 h J s) =
      E0 * (if T = ∅ then 1 else 0) + ∑ i, h i * (if T = {i} then 1 else 0)
        + ∑ i, ∑ j ∈ Ioi i, J i j * (if T = {i, j} then 1 else 0) := by
  -- every term of the energy is a cluster function
  have key : ∀ s, cluster T s * energy E0 h J s =
      E0 * (cluster T s * cluster ∅ s) + ∑ i, h i * (cluster T s * cluster {i} s)
        + ∑ i, ∑ j ∈ Ioi i, J i j * (cluster T s * cluster {i, j} s) := by
    intro s
    have c0 : cluster ∅ s = 1 := by simp [cluster]
    have c1 : ∀ i, cluster {i} s = spin s i := fun i => by simp [cluster]
    have c2 : ∀ i, ∀ j ∈ Ioi i, cluster {i, j} s = spin s i * spin s j :=
      fun i j hj => Finset.prod_pair (Finset.mem_Ioi.mp hj).ne
    unfold energy
    rw [mul_add, mul_add, Finset.mul_sum, Finset.mul_sum]
    refine congrArg₂ (· + ·) (congrArg₂ (· + ·) ?_ ?_) ?_
    · rw [c0]; ring
    · refine Finset.sum_congr rfl fun i _ => ?_
      rw [c1]; ring
    · refine Finset.sum_congr rfl fun i _ => ?_
      rw [Finset.mul_sum]
      refine Finset.sum_congr rfl fun j hj => ?_
      rw [c2 i j hj]; ring
  -- the average is linear
  have hadd : ∀ f g : Config n → ℝ,
      average (fun s => f s + g s) = average f + average g := fun f g => by
    simp only [average, Finset.sum_add_distrib, add_div]
  have hmul : ∀ (c : ℝ) (f : Config n → ℝ),
      average (fun s => c * f s) = c * average f := fun c f => by
    simp only [average, ← Finset.mul_sum, mul_div_assoc]
  have hsum : ∀ (A : Finset (Fin n)) (f : Fin n → Config n → ℝ),
      average (fun s => ∑ i ∈ A, f i s) = ∑ i ∈ A, average (f i) := fun A f => by
    unfold average
    rw [Finset.sum_comm, Finset.sum_div]
  simp only [key, hadd, hsum, hmul, cluster_orthonormal]
```

Every term of the energy is a parameter times a cluster function:

\[
E=E_0\Phi_\emptyset+\sum_i h_i\Phi_{\{i\}}+\sum_{i<j}J_{ij}\Phi_{\{i,j\}}.
\]

Multiply by \(\Phi_T\), average term by term and use orthonormality:

\[
\langle\Phi_T E\rangle=E_0\delta_{T,\emptyset}+\sum_i h_i\delta_{T,\{i\}}+\sum_{i<j}J_{ij}\delta_{T,\{i,j\}}.
\]

The step `key` is the multiplied expansion; `hadd`, `hmul` and `hsum` are the linearity of the average.

```lean
/-- Uniform averages of `E`, `s_k E` and `s_k s_l E` with `k < l` over all configurations give
the offset, the field at `k` and the exchange constant of the pair `k, l`. -/
theorem parameters_from_averages (E0 : ℝ) (h : Fin n → ℝ) (J : Fin n → Fin n → ℝ) :
    average (energy E0 h J) = E0 ∧
    (∀ k, average (fun s => spin s k * energy E0 h J s) = h k) ∧
    (∀ k l, k < l → average (fun s => spin s k * spin s l * energy E0 h J s) = J k l) := by
  -- a one-site cluster is never a pair
  have hne : ∀ k i j : Fin n, i < j → ({i, j} : Finset (Fin n)) ≠ {k} := by
    intro k i j hij hc
    have hi : i ∈ ({k} : Finset (Fin n)) := by rw [← hc]; simp
    have hj : j ∈ ({k} : Finset (Fin n)) := by rw [← hc]; simp
    rw [Finset.mem_singleton] at hi hj
    exact hij.ne (hi.trans hj.symm)
  refine ⟨?_, fun k => ?_, fun k l hkl => ?_⟩
  · have p := average_cluster_mul_energy E0 h J ∅
    have e1 : ∀ i : Fin n, (∅ : Finset (Fin n)) ≠ {i} :=
      fun i => (Finset.singleton_ne_empty i).symm
    have e2 : ∀ i j : Fin n, (∅ : Finset (Fin n)) ≠ {i, j} :=
      fun i j => (Finset.insert_ne_empty i {j}).symm
    simpa [cluster, e1, e2] using p
  · have p := average_cluster_mul_energy E0 h J {k}
    have e : ∑ i, ∑ j ∈ Ioi i,
        J i j * (if ({k} : Finset (Fin n)) = {i, j} then 1 else 0) = 0 :=
      Finset.sum_eq_zero fun i _ => Finset.sum_eq_zero fun j hj => by
        rw [if_neg (hne k i j (Finset.mem_Ioi.mp hj)).symm, mul_zero]
    rw [e] at p
    simpa [cluster] using p
  · have p := average_cluster_mul_energy E0 h J {k, l}
    -- an ordered pair is fixed by its set of sites
    have hpair : ∀ i j : Fin n, i < j → ({k, l} : Finset (Fin n)) = {i, j} →
        i = k ∧ j = l := by
      intro i j hij hc
      have h1 : k ∈ ({i, j} : Finset (Fin n)) := by rw [← hc]; simp
      have h2 : l ∈ ({i, j} : Finset (Fin n)) := by rw [← hc]; simp
      rw [Finset.mem_insert, Finset.mem_singleton] at h1 h2
      simp only [Fin.ext_iff, Fin.lt_def] at h1 h2 hij hkl ⊢
      omega
    have e1 : ∑ i, h i * (if ({k, l} : Finset (Fin n)) = {i} then 1 else 0) = 0 :=
      Finset.sum_eq_zero fun i _ => by rw [if_neg (hne i k l hkl), mul_zero]
    have e2 : ∑ i, ∑ j ∈ Ioi i,
        J i j * (if ({k, l} : Finset (Fin n)) = {i, j} then 1 else 0) = J k l := by
      rw [Finset.sum_eq_single k, Finset.sum_eq_single l]
      · simp
      · intro j hj hjl
        rw [if_neg (fun hc => hjl (hpair k j (Finset.mem_Ioi.mp hj) hc).2), mul_zero]
      · intro hl
        exact absurd (Finset.mem_Ioi.mpr hkl) hl
      · intro i _ hik
        exact Finset.sum_eq_zero fun j hj => by
          rw [if_neg (fun hc => hik (hpair i j (Finset.mem_Ioi.mp hj) hc).1), mul_zero]
      · intro hk
        exact absurd (Finset.mem_univ k) hk
    have c : ∀ s : Config n, cluster {k, l} s = spin s k * spin s l :=
      fun s => Finset.prod_pair hkl.ne
    rw [e1, e2, if_neg (Finset.insert_ne_empty _ _)] at p
    simp only [c] at p
    linarith
```

The symbol `∧` joins three statements:

\[
\langle E\rangle=E_0,\qquad \langle s_kE\rangle=h_k,\qquad \langle s_ks_lE\rangle=J_{kl}\quad(k<l).
\]

They follow from three choices of \(T\).

- For \(T=\emptyset\), no one-site or two-site set matches, and \(E_0\) remains.
- For \(T=\{k\}\), only the field term \(i=k\) matches. A pair with \(i<j\) has two distinct sites and cannot equal \(\{k\}\), which is `hne`.
- For \(T=\{k,l\}\) with \(k<l\), the offset and fields drop out. If \(\{i,j\}=\{k,l\}\) and \(i<j\), then \(i=k\) and \(j=l\), which is `hpair`, so one coupling survives.

The smallest system with a pair has \(n=2\), where the last formula becomes

\[
J_{01}=\tfrac14\left[E(+,+)-E(+,-)-E(-,+)+E(-,-)\right].
\]

Both fields cancel, which the two-energy estimate could not achieve.

The condition \(k<l\) matters. Take two spins with \(J_{01}=1\) and all other parameters zero, including the unused entry \(J_{10}\). For \(k=1\), \(l=0\) the average is \(\langle s_1s_0E\rangle=1\), whereas \(J_{10}=0\).

In electronic structure, these averages give exchange constants from the total energies of collinear spin arrangements, provided that the energies follow this finite Ising model exactly and all \(2^n\) of them are available. In a periodic cell, where the spin arrangement repeats from cell to cell, the \(J_{kl}\) obtained from the energy per cell is the sum of the couplings between site \(k\) and all periodic copies of site \(l\), not the coupling of a single pair.

## Uniqueness and many-body terms

```lean
/-- Two Ising models with equal energies on all configurations have the same offset, fields and
exchange constants. -/
theorem parameters_unique (E0 E0' : ℝ) (h h' : Fin n → ℝ) (J J' : Fin n → Fin n → ℝ)
    (hE : ∀ s, energy E0 h J s = energy E0' h' J' s) :
    E0 = E0' ∧ h = h' ∧ ∀ k l, k < l → J k l = J' k l := by
  obtain ⟨a, b, c⟩ := parameters_from_averages E0 h J
  obtain ⟨a', b', c'⟩ := parameters_from_averages E0' h' J'
  have hfun : energy E0 h J = energy E0' h' J' := funext hE
  simp only [hfun] at a b c
  exact ⟨a.symm.trans a', funext fun k => (b k).symm.trans (b' k),
    fun k l hkl => (c k l hkl).symm.trans (c' k l hkl)⟩
```

Suppose that two parameter sets give the same energy for every configuration. Their averages then agree, and each average equals the corresponding parameter in both sets. Hence the offsets, the fields and the couplings with \(k<l\) coincide. Nothing is said about the unused entries of \(J\).

```lean
/-- Any energy function `F` of `n` Ising spins is a sum of cluster functions, each weighted by
the uniform average of `F` times that cluster function. -/
theorem cluster_expansion (F : Config n → ℝ) (s : Config n) :
    F s = ∑ S, average (fun t => cluster S t * F t) * cluster S s := by
  -- completeness: the sum over clusters factorises over sites
  have hcomp : ∀ t : Config n,
      ∑ S, cluster S t * cluster S s = if t = s then 2 ^ n else 0 := by
    intro t
    have hprod : ∑ S, cluster S t * cluster S s = ∏ i, (1 + spin t i * spin s i) := by
      rw [Finset.prod_one_add, Finset.powerset_univ]
      simp only [cluster, Finset.prod_mul_distrib]
    rw [hprod]
    by_cases hts : t = s
    · subst hts
      simp only [spin_mul_self, if_true]
      norm_num
    · rw [if_neg hts]
      obtain ⟨i, hi⟩ := Function.ne_iff.mp hts
      apply Finset.prod_eq_zero (Finset.mem_univ i)
      cases ht : t i <;> cases hs : s i <;> simp_all [spin]
  have hswap : ∑ S, average (fun t => cluster S t * F t) * cluster S s =
      (∑ t, F t * ∑ S, cluster S t * cluster S s) / 2 ^ n := by
    simp only [average, Finset.sum_div, Finset.sum_mul, Finset.mul_sum]
    rw [Finset.sum_comm]
    exact Finset.sum_congr rfl fun t _ => Finset.sum_congr rfl fun S _ => by ring
  rw [hswap]
  simp only [hcomp]
  simp

end

end IsingEnergyMapping
```

Here \(F\) is any real function of the configuration, with no restriction to pair interactions:

\[
F(s)=\sum_S\langle\Phi_SF\rangle\,\Phi_S(s).
\]

The sum runs over all \(2^n\) sets of sites. To derive it, expand a product over sites by choosing either 1 or \(t_is_i\) from each factor:

\[
\sum_S\Phi_S(t)\Phi_S(s)=\prod_i(1+t_is_i).
\]

If \(t=s\), every factor is 2 and the product is \(2^n\). If \(t\neq s\), some site has \(t_is_i=-1\), and its factor is zero. This is `hcomp`. Writing out the average and exchanging the sums, as `hswap` does, gives

\[
\sum_S\langle\Phi_SF\rangle\Phi_S(s)
=\frac1{2^n}\sum_tF(t)\sum_S\Phi_S(t)\Phi_S(s)=F(s),
\]

because only \(t=s\) contributes. Three-spin and higher terms thus have coefficients given by the same kind of average as the fields and pair couplings.

```lean
#print axioms IsingEnergyMapping.parameters_from_averages
#print axioms IsingEnergyMapping.parameters_unique
#print axioms IsingEnergyMapping.cluster_expansion
```

```
'IsingEnergyMapping.parameters_from_averages' depends on axioms: [propext, Classical.choice, Quot.sound]
'IsingEnergyMapping.parameters_unique' depends on axioms: [propext, Classical.choice, Quot.sound]
'IsingEnergyMapping.cluster_expansion' depends on axioms: [propext, Classical.choice, Quot.sound]
```
